# For three in-plane unit spins with zero magnetization on a triangle, the octupole moment vanishes exactly when the threefold rotation is a symmetry

Put three in-plane spins on the corners of an equilateral triangle, numbered counterclockwise, and write them as complex numbers $z_0, z_1, z_2$. With $w = e^{2\pi i/3}$, define the magnetization and the octupole moment by

$$M = \sum_j z_j, \qquad O = \sum_j w^{2j}\,\overline{z_j}.$$

Here "the octupole moment" always means this one complex number. When $M = 0$, it is, up to a constant factor, one component of the magnetic octupole of the three sites. When the triangle and its spins are rotated together counterclockwise by 120 degrees, both $M$ and $O$ are multiplied by $w$. The direct order $z_j = e^{i\varphi}w^j$ has $M = O = 0$. The inverse order $z_j = e^{i\varphi}w^{-j}$ has $M = 0$ but $O = 3e^{-i\varphi}$. If the spins have unit length and $M = 0$, these two orders are the only possibilities, and $O$ tells them apart.

For this model of three classical site moments, the result shows how a noncollinear magnet can have no net moment and still carry a quantity that responds to the threefold rotation as a magnetization does.

## Spins and moments as complex numbers

A spin with in-plane components $S^x_j$ and $S^y_j$ becomes $z_j = S^x_j + iS^y_j$. Turning it counterclockwise by an angle $\alpha$ multiplies $z_j$ by $e^{i\alpha}$. The sites are numbered $0, 1, 2$ counterclockwise.

```lean
import Mathlib

open ComplexConjugate

namespace TriangleOctupole

noncomputable section
```

The factor for a turn by 120 degrees is $w = e^{2\pi i/3}$.

```lean
/-- The phase factor of a rotation by 120 degrees in the spin plane. -/
def w : ℂ := Complex.exp (2 * Real.pi * Complex.I / 3)
```

A configuration is a function `z : Fin 3 → ℂ`, one complex number per site. No restriction on the lengths is built into this type, so unit length appears as a hypothesis where it is used. The magnetization is the plain sum.

```lean
/-- The magnetization of three in-plane spins, written as complex numbers. -/
def magnetization (z : Fin 3 → ℂ) : ℂ := ∑ j, z j
```

The octupole moment sums the conjugated spins with the fixed site phases $1, w^2, w^4$. This is a cluster moment, built from whole site spins and not from a continuous magnetization density. With the sites at $r_j = w^j$ in the complex plane, it is $\sum_j r_j^2\,\overline{z_j}$. The matching component of the rank-three magnetic octupole about the centre of the triangle is proportional to $O + 2M$, so $O$ represents it when $M = 0$. A magnetic octupole has other components too. One of them is proportional to $\sum_j r_j^2 z_j$, which is unchanged by the threefold rotation and equals $3e^{i\varphi}$ in the direct order, so $O = 0$ does not mean that every octupole component vanishes.

```lean
/-- The octupole component called the octupole moment here: the sum of the conjugated spins with
site phases `w ^ (2 j)`. -/
def octupole (z : Fin 3 → ℂ) : ℂ := ∑ j : Fin 3, w ^ (2 * (j : ℕ)) * conj (z j)
```

The threefold rotation carries the spin at site $j-1$ to site $j$ and turns it by 120 degrees:

$$z'_j = w\,z_{j-1}.$$

Subtraction in `Fin 3` is cyclic, so site $0$ receives its spin from site $2$. Sites and spins turn together, as they do under a crystal rotation when spin-orbit coupling ties spin directions to the lattice.

```lean
/-- The threefold rotation: each spin moves to the next site and turns by 120 degrees. -/
def rotate (z : Fin 3 → ℂ) : Fin 3 → ℂ := fun j => w * z (j - 1)
```

In the direct order the spins turn by $+120$ degrees from one site to the next. The real number $\varphi$ is the direction of the spin at site $0$.

```lean
/-- The direct 120-degree order, in which the spins turn with the sites. -/
def directOrder (φ : ℝ) : Fin 3 → ℂ :=
  fun j => Complex.exp (φ * Complex.I) * w ^ (j : ℕ)
```

In the inverse order they turn by $-120$ degrees per site.

```lean
/-- The inverse 120-degree order, in which the spins turn against the sites. -/
def inverseOrder (φ : ℝ) : Fin 3 → ℂ :=
  fun j => Complex.exp (φ * Complex.I) * (w ^ (j : ℕ))⁻¹
```

These definitions contain no Hamiltonian, so nothing below says which order has the lower energy. Out-of-plane components and quantum fluctuations are also left out.

## Three phases that add to zero

Three turns by 120 degrees make a full turn, so $w^3 = 1$. Then

$$(w-1)(1+w+w^2) = w^3 - 1 = 0,$$

and since $w \neq 1$, we get $1+w+w^2 = 0$. Finally $|w| = 1$ gives $\overline{w} = w^{-1} = w^2$.

Lean takes the first two relations from the fact that $w$ is a primitive third root of unity. For the third it derives $|w| = 1$ from $|w|^3 = 1$, which gives $w\overline{w} = 1$. The tactic `linear_combination`, used here and throughout, proves an equation by adding stated multiples of known equations and checking the remaining polynomial identity.

```lean
/-- Three turns by 120 degrees give the identity, the three phases add to zero,
and the conjugate phase is the phase of two turns. -/
theorem w_relations : w ^ 3 = 1 ∧ 1 + w + w ^ 2 = 0 ∧ conj w = w ^ 2 := by
  have hp : IsPrimitiveRoot w 3 := by
    simpa only [w, Nat.cast_ofNat] using Complex.isPrimitiveRoot_exp 3 (by norm_num)
  have h3 : w ^ 3 = 1 := hp.pow_eq_one
  have hs : 1 + w + w ^ 2 = 0 := by
    have h := hp.geom_sum_eq_zero (by norm_num)
    simpa [Finset.sum_range_succ] using h
  have hn : ‖w‖ = 1 := by
    have h : ‖w‖ ^ 3 = 1 := by rw [← norm_pow, h3, norm_one]
    exact (pow_eq_one_iff_of_nonneg (norm_nonneg w) (by norm_num)).mp h
  have hc : w * conj w = 1 := by
    rw [Complex.mul_conj, Complex.normSq_eq_norm_sq, hn]
    norm_num
  exact ⟨h3, hs, by linear_combination w ^ 2 * hc - conj w * h3⟩
```

## Both moments gain the same factor

Since $w^4 = w$, the octupole moment written out is

$$O = \overline{z_0} + w^2\,\overline{z_1} + w\,\overline{z_2}.$$

```lean
/-- The octupole moment written out site by site. -/
theorem octupole_eq (z : Fin 3 → ℂ) :
    octupole z = conj (z 0) + w ^ 2 * conj (z 1) + w * conj (z 2) := by
  rw [octupole, Fin.sum_univ_three]
  change w ^ (2 * 0) * conj (z 0) + w ^ (2 * 1) * conj (z 1)
    + w ^ (2 * 2) * conj (z 2) = _
  linear_combination w * conj (z 2) * w_relations.1
```

The rotated spins are $z'_0 = wz_2$, $z'_1 = wz_0$ and $z'_2 = wz_1$. Their sum is

$$M' = w(z_2 + z_0 + z_1) = wM.$$

For the octupole moment, conjugation turns the factor $w$ into $w^2$:

$$O' = w^2\,\overline{z_2} + w^4\,\overline{z_0} + w^3\,\overline{z_1}.$$

On the other side,

$$wO = w\,\overline{z_0} + w^3\,\overline{z_1} + w^2\,\overline{z_2}.$$

The two agree because $w^4 = w$. The site phases in $O$ thus compensate for the conjugation. The theorem holds for every configuration, whatever the lengths of the spins.

```lean
/-- Under the threefold rotation the magnetization and the octupole moment
gain the same phase factor `w`. -/
theorem moments_rotate (z : Fin 3 → ℂ) :
    magnetization (rotate z) = w * magnetization z ∧
      octupole (rotate z) = w * octupole z := by
  obtain ⟨h3, -, hc⟩ := w_relations
  have h0 : rotate z 0 = w * z 2 := rfl
  have h1 : rotate z 1 = w * z 0 := rfl
  have h2 : rotate z 2 = w * z 1 := rfl
  constructor
  · simp only [magnetization, Fin.sum_univ_three, h0, h1, h2]
    ring
  · rw [octupole_eq, octupole_eq, h0, h1, h2]
    simp only [map_mul, hc]
    linear_combination w * conj (z 0) * h3
```

The product $\overline{M}\,O$ is therefore unchanged by the rotation, so the threefold rotation alone does not forbid a coupling between the two moments. Mirror planes and other symmetries of a real crystal may impose further conditions.

## A symmetric configuration has neither moment

Suppose the rotation leaves the configuration unchanged, $z' = z$. Then $M = wM$ and $O = wO$, or

$$(w-1)M = 0, \qquad (w-1)O = 0.$$

If $w$ were $1$, the relation $1+w+w^2=0$ would read $3=0$. Hence $w-1 \neq 0$, and both moments vanish. The proof cancels this same factor.

```lean
/-- A spin configuration invariant under the threefold rotation has neither magnetization nor the
octupole component `octupole`. -/
theorem moments_eq_zero_of_invariant (z : Fin 3 → ℂ) (h : rotate z = z) :
    magnetization z = 0 ∧ octupole z = 0 := by
  obtain ⟨hM, hO⟩ := moments_rotate z
  rw [h] at hM hO
  have hw : w - 1 ≠ 0 := by
    intro h1
    have hs := w_relations.2.1
    rw [sub_eq_zero.mp h1] at hs
    norm_num at hs
  -- a number equal to `w` times itself vanishes
  exact ⟨mul_left_cancel₀ hw (by linear_combination -hM),
    mul_left_cancel₀ hw (by linear_combination -hO)⟩
```

The direct order is such a configuration. For $j = 1, 2$,

$$z'_j = w\,e^{i\varphi}w^{j-1} = e^{i\varphi}w^j = z_j,$$

and at site $0$ the spin arrives from site $2$:

$$z'_0 = w\,e^{i\varphi}w^2 = e^{i\varphi}w^3 = e^{i\varphi} = z_0.$$

Lean checks the three sites separately, and only site $0$ needs $w^3=1$. The vanishing moments then follow from the previous theorem.

```lean
/-- The direct order is invariant under the threefold rotation, and its
magnetization and octupole moment both vanish. -/
theorem directOrder_moments (φ : ℝ) :
    rotate (directOrder φ) = directOrder φ ∧
      magnetization (directOrder φ) = 0 ∧ octupole (directOrder φ) = 0 := by
  have h : rotate (directOrder φ) = directOrder φ := by
    funext j
    fin_cases j
    · change w * (Complex.exp (φ * Complex.I) * w ^ 2)
        = Complex.exp (φ * Complex.I) * w ^ 0
      linear_combination Complex.exp (φ * Complex.I) * w_relations.1
    · change w * (Complex.exp (φ * Complex.I) * w ^ 0)
        = Complex.exp (φ * Complex.I) * w ^ 1
      ring
    · change w * (Complex.exp (φ * Complex.I) * w ^ 1)
        = Complex.exp (φ * Complex.I) * w ^ 2
      ring
  exact ⟨h, moments_eq_zero_of_invariant _ h⟩
```

## The inverse order keeps its octupole moment

Because $w^j\,w^{2j} = (w^3)^j = 1$, the inverse of $w^j$ is $w^{2j}$. Turning back by 120 degrees per site is the same as turning forward by 240 degrees.

```lean
/-- In the inverse order, turning back by 120 degrees per site is the same as
turning forward by 240 degrees per site. -/
theorem inverseOrder_apply (φ : ℝ) (j : Fin 3) :
    inverseOrder φ j = Complex.exp (φ * Complex.I) * w ^ (2 * (j : ℕ)) := by
  have h : (w ^ (j : ℕ))⁻¹ = w ^ (2 * (j : ℕ)) := by
    apply inv_eq_of_mul_eq_one_right
    rw [← pow_add, show (j : ℕ) + 2 * (j : ℕ) = 3 * (j : ℕ) by ring, pow_mul,
      w_relations.1, one_pow]
  rw [inverseOrder, h]
```

The three spins are $e^{i\varphi}$, $e^{i\varphi}w^2$ and $e^{i\varphi}w^4 = e^{i\varphi}w$, so

$$M = e^{i\varphi}(1 + w^2 + w) = 0.$$

In the octupole moment, conjugating $w^{-j}$ gives $w^j$, and every site contributes the same amount:

$$O = \sum_j w^{2j}\,e^{-i\varphi}\,w^{j} = e^{-i\varphi}\sum_j w^{3j} = 3e^{-i\varphi}.$$

The proof uses the form $w^{2j}$ for the spins, replaces $\overline{w}$ by $w^2$, and reduces the resulting higher powers with $w^3=1$.

```lean
/-- The inverse order has zero magnetization and octupole moment `3 exp(-i φ)`. -/
theorem inverseOrder_moments (φ : ℝ) :
    magnetization (inverseOrder φ) = 0 ∧
      octupole (inverseOrder φ) = 3 * Complex.exp (-(φ * Complex.I)) := by
  obtain ⟨h3, hs, hc⟩ := w_relations
  have h0 : inverseOrder φ 0 = Complex.exp (φ * Complex.I) := by
    simpa using inverseOrder_apply φ 0
  have h1 : inverseOrder φ 1 = Complex.exp (φ * Complex.I) * w ^ 2 :=
    inverseOrder_apply φ 1
  have h2 : inverseOrder φ 2 = Complex.exp (φ * Complex.I) * w ^ 4 :=
    inverseOrder_apply φ 2
  have he : conj (Complex.exp (φ * Complex.I)) = Complex.exp (-(φ * Complex.I)) := by
    rw [← Complex.exp_conj]
    simp
  constructor
  · rw [magnetization, Fin.sum_univ_three, h0, h1, h2]
    linear_combination Complex.exp (φ * Complex.I) * hs
      + Complex.exp (φ * Complex.I) * w * h3
  · rw [octupole_eq, h0, h1, h2]
    simp only [map_mul, map_pow, hc, he]
    linear_combination Complex.exp (-(φ * Complex.I)) * (w ^ 6 + 2 * w ^ 3 + 2) * h3
```

The minus sign in the phase concerns a different operation from the threefold rotation. Turning all spins by $\alpha$ while the sites stay fixed multiplies $M$ by $e^{i\alpha}$ and $O$ by $e^{-i\alpha}$. The full threefold rotation also permutes the sites, and the two moments then gain the same factor.

## Unit spins with zero sum have only two patterns

Now let $|z_j| = 1$ for all three sites, which stands for local moments of equal, fixed magnitude, and let $M = 0$. Conjugating the zero sum gives

$$\overline{z_0}+\overline{z_1}+\overline{z_2} = 0.$$

Multiply by $z_0z_1z_2$ and use $z_j\overline{z_j} = 1$:

$$z_1z_2 + z_0z_2 + z_0z_1 = 0.$$

Inserting $z_2 = -(z_0+z_1)$ leaves an equation for two spins,

$$z_1^2 + z_0z_1 + z_0^2 = 0,$$

which factors, by $w+w^2=-1$ and $w^3=1$, as

$$(z_1 - wz_0)(z_1 - w^2z_0) = 0.$$

If $z_1 = wz_0$, then $z_2 = -(1+w)z_0 = w^2z_0$, which is the direct order. If $z_1 = w^2z_0$, then $z_2 = -(1+w^2)z_0 = wz_0$, which is the inverse order. In both cases $\varphi$ is the argument of $z_0$, since a unit complex number equals $e^{i\arg z_0}$.

In the proof, `hC` is the conjugated sum, `h2` the sum of pair products and `hq` the factored quadratic. The case split on `hq` yields the two orders.

```lean
/-- Three in-plane spins of unit length with zero magnetization form either a
direct or an inverse 120-degree order. -/
theorem compensated_classification (z : Fin 3 → ℂ) (hz : ∀ j, ‖z j‖ = 1)
    (hM : magnetization z = 0) :
    (∃ φ : ℝ, z = directOrder φ) ∨ (∃ φ : ℝ, z = inverseOrder φ) := by
  obtain ⟨h3, hs, -⟩ := w_relations
  rw [magnetization, Fin.sum_univ_three] at hM
  have hu : ∀ j, z j * conj (z j) = 1 := by
    intro j
    rw [Complex.mul_conj, Complex.normSq_eq_norm_sq, hz j]
    norm_num
  have hC : conj (z 0) + conj (z 1) + conj (z 2) = 0 := by
    simpa only [map_add, map_zero] using congrArg (starRingEnd ℂ) hM
  -- unit length turns the conjugated sum into the sum of pair products
  have h2 : z 0 * z 1 + z 1 * z 2 + z 2 * z 0 = 0 := by
    linear_combination z 0 * z 1 * z 2 * hC - z 1 * z 2 * hu 0
      - z 0 * z 2 * hu 1 - z 0 * z 1 * hu 2
  -- the second spin solves a quadratic equation with two roots
  have hq : (z 1 - w * z 0) * (z 1 - w ^ 2 * z 0) = 0 := by
    linear_combination (z 0 + z 1) * hM - h2 - z 0 * z 1 * hs + z 0 ^ 2 * h3
  have he := Complex.norm_mul_exp_arg_mul_I (z 0)
  rw [hz 0, Complex.ofReal_one, one_mul] at he
  rcases mul_eq_zero.mp hq with h1 | h1
  · refine Or.inl ⟨Complex.arg (z 0), ?_⟩
    funext j
    fin_cases j
    · change z 0 = Complex.exp (Complex.arg (z 0) * Complex.I) * w ^ 0
      linear_combination -he
    · change z 1 = Complex.exp (Complex.arg (z 0) * Complex.I) * w ^ 1
      linear_combination h1 - w * he
    · change z 2 = Complex.exp (Complex.arg (z 0) * Complex.I) * w ^ 2
      linear_combination hM - h1 - z 0 * hs - w ^ 2 * he
  · refine Or.inr ⟨Complex.arg (z 0), ?_⟩
    funext j
    rw [inverseOrder_apply]
    fin_cases j
    · change z 0 = Complex.exp (Complex.arg (z 0) * Complex.I) * w ^ (2 * 0)
      linear_combination -he
    · change z 1 = Complex.exp (Complex.arg (z 0) * Complex.I) * w ^ (2 * 1)
      linear_combination h1 - w ^ 2 * he
    · change z 2 = Complex.exp (Complex.arg (z 0) * Complex.I) * w ^ (2 * 2)
      linear_combination hM - h1 - z 0 * hs - w * z 0 * h3 - w ^ 4 * he
```

Equal lengths matter here: the spins $1, -1, 0$ also add to zero but form neither order.

## The octupole moment as a test of symmetry

The equivalence in the title now follows. If the rotation is a symmetry, then $O = 0$ by the invariance argument. Conversely, let $O = 0$. The classification leaves two orders, and the inverse one is excluded because $|3e^{-i\varphi}| = 3$. The configuration is therefore a direct order, which is invariant.

```lean
/-- For three unit spins with zero magnetization, the octupole moment vanishes
exactly when the configuration is invariant under the threefold rotation. -/
theorem octupole_eq_zero_iff_invariant (z : Fin 3 → ℂ) (hz : ∀ j, ‖z j‖ = 1)
    (hM : magnetization z = 0) : octupole z = 0 ↔ rotate z = z := by
  constructor
  · intro hO
    rcases compensated_classification z hz hM with ⟨φ, rfl⟩ | ⟨φ, rfl⟩
    · exact (directOrder_moments φ).1
    · -- the inverse order is excluded by its nonzero octupole moment
      rw [(inverseOrder_moments φ).2] at hO
      exact absurd hO (mul_ne_zero (by norm_num) (Complex.exp_ne_zero _))
  · intro h
    exact (moments_eq_zero_of_invariant z h).2

end

end TriangleOctupole
```

```lean
#print axioms TriangleOctupole.octupole_eq_zero_iff_invariant
```

```
'TriangleOctupole.octupole_eq_zero_iff_invariant' depends on axioms: [propext, Classical.choice, Quot.sound]
```

## Reading the moments from computed site spins

A noncollinear electronic-structure calculation or a classical spin simulation can supply the local moments of a triangle. With the in-plane components stored as a complex array `z`, the two sums take one line each. They are also contained in the discrete Fourier transform over the three sites,

$$Z_k = \sum_j z_j\,e^{-2\pi i jk/3}, \qquad M = Z_0, \qquad O = \overline{Z_2}.$$

The remaining component $Z_1$ equals $3e^{i\varphi}$ in the direct order and vanishes in the inverse order. This view gives a stronger statement than the one checked above: if $M = O = 0$, only $Z_1$ survives, so $z_j$ is proportional to $w^j$ and the configuration is invariant even without the assumption of unit length.

For moments of common length $m > 0$, the ratio $|O|/(3m)$ is $1$ in the inverse order and $0$ in the direct order. Numerical output calls for a tolerance in place of an equality with zero. The site numbering needs a check as well, since exchanging the labels $1$ and $2$ turns a direct order into an inverse one.
